# With one excitation in total and coupling g/√N per molecule, the photon has the same Green function for every number N ≥ 1 of identical, non-interacting molecules

Let a photon state of energy wc couple with strength g/√N to each of N ≥ 1 identical molecules, each described by a Hermitian excited-state matrix h and a dipole vector μ. For every complex energy z off the real axis, z − H is invertible, where H is the Hamiltonian of the coupled system with one excitation in total (either the photon or one excited molecule), and the photon element of the inverse is

G(z) = 1 / (z − wc − g² χ(z)), with χ(z) = μ†(z − h)⁻¹μ.

The number N does not appear on the right. The molecules enter only through χ, which can be computed for one molecule without the cavity.

## Molecules sharing one photon

Molecules in an optical cavity can exchange an excitation with the cavity mode. When the exchange is strong, the photon's spectrum shows polariton peaks instead of a single line at wc. The question is how much of the molecules' internal structure and number this spectrum reveals.

The model keeps one excitation in total: either the photon is present and all molecules are in their ground state, or one molecule is excited and the cavity is empty. The matrix h holds the excited levels of one molecule and their couplings, and μ holds the transition amplitudes from the ground state. Energies are measured from the common ground state with ħ = 1; g is an energy and μ is dimensionless. The factor 1/√N stands for a comparison at fixed collective coupling: more molecules, each coupled more weakly.

In this lossless, one-mode model with finitely many levels, the photon spectrum of an ensemble can therefore be calculated from a one-molecule response.

The model also assumes equal couplings, no direct interaction between molecules, and that a molecule emitting into the cavity always returns to the ground state it started from. Real molecules can depart from each of these assumptions; for example, emission can leave a molecule in a vibrationally excited level of its electronic ground state.

## The Hamiltonian and the Green function as matrices

The index type `Unit ⊕ (Fin N × m)` lists the basis: `Sum.inl ()` is the photon, and `Sum.inr (i, a)` is molecule i in excited level a, with i = 0, …, N − 1. The finite type `m` labels the levels. In `cavityH` the molecular block is `1 ⊗ₖ h`, one copy of h per molecule with no direct interaction between molecules. The other blocks contain wc and the couplings, with `coupling N g` equal to g/√N.

`susceptibility` is χ(z). The name is used for the bare resolvent expression; textbook susceptibilities usually differ in sign and prefactors, and contain counter-rotating terms as well. In Green-function language, g²χ is the photon self-energy.

`photonGreen` is the photon entry of the actual matrix inverse, so the formula is a theorem and not a definition. Lean also assigns a value to the inverse of a singular matrix, which is why `photonGreen_eq` states invertibility along with the formula. It states as well that the denominator is nonzero. Its hypotheses are `0 < N`, `h.IsHermitian` and `z.im ≠ 0`, so both the retarded side (Im z > 0) and the advanced side are included. No limit onto the real axis is taken.

## Solving for the dressed photon

**Invertibility.** Let A be Hermitian and suppose z − A is singular. Then Av = zv for some v ≠ 0. Evaluating v†Av from the right and from the left gives

z v†v = v†Av = (Av)†v = z̄ v†v.

Since v†v ≠ 0, z is real. Hence z − A is invertible when Im z ≠ 0. This applies to h and to H, which is Hermitian because its diagonal blocks are Hermitian and its off-diagonal blocks are adjoints of each other.

**Action of H.** Write a state as a photon amplitude p and a vector vᵢ for each molecule. Then

photon part of Hv = wc p + (g/√N) Σᵢ μ†vᵢ

molecule i of Hv = (g/√N) μ p + h vᵢ.

**A trial vector.** Let x = (z − h)⁻¹μ, so that zx − hx = μ, and choose p = 1 and vᵢ = (g/√N)x. In molecule i, (z − H)v is

(g/√N)(zx − hx − μ) = 0.

In the photon component it is

D = z − wc − N(g/√N)² μ†x = z − wc − g²χ(z).

So (z − H)v = D e, where e is the bare photon.

**Reading off G.** Applying the inverse gives v = D (z − H)⁻¹e, whose photon component is 1 = D G(z). Therefore D ≠ 0 and G(z) = 1/D.

## What the photon sees and what it misses

Since D contains no N, the result for N molecules equals that for one.

Now take two nonempty ensembles with the same wc and the same g ≠ 0. The molecules within each ensemble are identical, but the two ensembles may consist of different kinds. If their photon elements agree at some z off the real axis, so do their denominators, hence g²χ = g²χ′ and χ = χ′ at that z. The converse, at the same z, is immediate.

Excitations with amplitudes cᵢuₐ and Σᵢ cᵢ = 0 stay hidden. Their photon component under H is (g/√N)(Σᵢ cᵢ) μ†u = 0, and each molecule evolves by h alone. For N = 1 the only such excitation is zero.

If hμ = εμ with ε real, then (z − h)μ = (z − ε)μ, so χ = |μ|²/(z − ε) and

G(z) = 1 / (z − wc − g²|μ|²/(z − ε)).

Here μ need not be normalised. At resonance, wc = ε, the poles of this expression lie at ε ± g|μ| when gμ ≠ 0, a splitting of 2|g||μ|, or 2|g| for a unit vector μ.

## A real energy where the inverse is lost

It is not enough to ask that z avoid the eigenvalues of h. Take one molecule with one level, h = 100, μ = 1, wc = 100, g = 1 and z = 101. Then z − h = 1 is invertible, but z − H has rows (1, −1) and (−1, 1) and is singular. The denominator is 101 − 100 − 1 = 0: z sits on a polariton energy.

## The Lean development

```lean
import Mathlib

open Matrix
open scoped Kronecker ComplexOrder

namespace MolecularPolariton

noncomputable section

variable {m : Type*} [Fintype m] [DecidableEq m]

/-- The coupling `g / √N` of the photon to each one of `N` molecules, for `N ≥ 1`. -/
def coupling (N : ℕ) (g : ℝ) : ℝ := g / √(N : ℝ)

/-- The Hamiltonian of one photon state at `wc` and `N ≥ 1` copies of the excited-state matrix `h`,
each coupled to the photon through the dipole vector `μ` with strength `g / √N`. -/
def cavityH (N : ℕ) (wc g : ℝ) (μ : m → ℂ) (h : Matrix m m ℂ) :
    Matrix (Unit ⊕ (Fin N × m)) (Unit ⊕ (Fin N × m)) ℂ :=
  fromBlocks (of fun _ _ => (wc : ℂ)) (of fun _ p => (coupling N g : ℂ) * star (μ p.2))
    (of fun p _ => (coupling N g : ℂ) * μ p.2) ((1 : Matrix (Fin N) (Fin N) ℂ) ⊗ₖ h)

/-- The bare molecular susceptibility `μ† (z - h)⁻¹ μ`, for `z` not an eigenvalue of `h`. -/
def susceptibility (μ : m → ℂ) (h : Matrix m m ℂ) (z : ℂ) : ℂ :=
  star μ ⬝ᵥ ((z • (1 : Matrix m m ℂ) - h)⁻¹ *ᵥ μ)

/-- The photon element of `(z - H)⁻¹`, for `N ≥ 1` and `z` not an eigenvalue of `H`. -/
def photonGreen (N : ℕ) (wc g : ℝ) (μ : m → ℂ) (h : Matrix m m ℂ) (z : ℂ) : ℂ :=
  (z • (1 : Matrix (Unit ⊕ (Fin N × m)) (Unit ⊕ (Fin N × m)) ℂ) - cavityH N wc g μ h)⁻¹
    (Sum.inl ()) (Sum.inl ())

/-- For a Hermitian matrix `A` and `z` off the real axis, `z - A` is invertible. -/
theorem isUnit_sub_of_isHermitian {A : Matrix m m ℂ} (hA : A.IsHermitian) {z : ℂ}
    (hz : z.im ≠ 0) : IsUnit (z • (1 : Matrix m m ℂ) - A) := by
  rw [Matrix.isUnit_iff_isUnit_det, isUnit_iff_ne_zero]
  intro hdet
  obtain ⟨v, hv, h0⟩ := Matrix.exists_mulVec_eq_zero_iff.mpr hdet
  have hAv : A *ᵥ v = z • v := by
    rw [Matrix.sub_mulVec, Matrix.smul_mulVec, Matrix.one_mulVec, sub_eq_zero] at h0
    exact h0.symm
  -- the number `v† A v` is computed in two ways
  have h1 : star v ⬝ᵥ (A *ᵥ v) = z * (star v ⬝ᵥ v) := by
    rw [hAv, dotProduct_smul, smul_eq_mul]
  have h3 : star v ᵥ* A = star z • star v := by
    have h4 := Matrix.star_mulVec A v
    rw [hA.eq, hAv, star_smul] at h4
    exact h4.symm
  have h2 : star v ⬝ᵥ (A *ᵥ v) = star z * (star v ⬝ᵥ v) := by
    rw [Matrix.dotProduct_mulVec, h3, smul_dotProduct, smul_eq_mul]
  have hvv : star v ⬝ᵥ v ≠ 0 := fun h => hv (dotProduct_star_self_eq_zero.mp h)
  have hzz : z = star z := mul_right_cancel₀ hvv (h1.symm.trans h2)
  have h5 : z.im = -z.im := congrArg Complex.im hzz
  exact hz (by linarith)

omit [Fintype m] [DecidableEq m] in
/-- The cavity Hamiltonian is Hermitian when the molecular matrix `h` is. -/
theorem cavityH_isHermitian (N : ℕ) (wc g : ℝ) (μ : m → ℂ) {h : Matrix m m ℂ}
    (hh : h.IsHermitian) : (cavityH N wc g μ h).IsHermitian := by
  refine Matrix.IsHermitian.ext fun k l => ?_
  rcases k with u | ⟨i, a⟩ <;> rcases l with w | ⟨j, b⟩
  · simp [cavityH]
  · simp [cavityH]
  · simp [cavityH]
  · have hab : star (h b a) = h a b := hh.apply a b
    by_cases hij : i = j
    · subst hij
      simpa [cavityH] using hab
    · simp [cavityH, hij, Ne.symm hij]

omit [DecidableEq m] in
/-- The photon component of `H v` is `wc` times the photon amplitude of `v` plus `coupling N g`
times the sum over all molecules of `μ†` applied to the molecule's part of `v`. -/
theorem cavityH_mulVec_photon (N : ℕ) (wc g : ℝ) (μ : m → ℂ) (h : Matrix m m ℂ)
    (v : Unit ⊕ (Fin N × m) → ℂ) :
    (cavityH N wc g μ h *ᵥ v) (Sum.inl ()) = wc * v (Sum.inl ()) +
      coupling N g * ∑ i, star μ ⬝ᵥ (fun a => v (Sum.inr (i, a))) := by
  simp [cavityH, Matrix.mulVec, dotProduct, Fintype.sum_sum_type, Fintype.sum_prod_type,
    Finset.mul_sum, mul_assoc]

omit [DecidableEq m] in
/-- The Hamiltonian acts on each molecule by `h` and feeds it from the photon through `μ`. -/
theorem cavityH_mulVec_molecule (N : ℕ) (wc g : ℝ) (μ : m → ℂ) (h : Matrix m m ℂ)
    (v : Unit ⊕ (Fin N × m) → ℂ) (i : Fin N) (a : m) :
    (cavityH N wc g μ h *ᵥ v) (Sum.inr (i, a)) = coupling N g * μ a * v (Sum.inl ()) +
      (h *ᵥ fun b => v (Sum.inr (i, b))) a := by
  simp [cavityH, Matrix.mulVec, dotProduct, Fintype.sum_sum_type, Fintype.sum_prod_type_right,
    Matrix.one_apply]

omit [DecidableEq m] in
/-- Molecular excitations `c i * u a` whose amplitudes `c i` sum to zero over the molecules do not
couple to the photon: the Hamiltonian acts on them by `h` alone. -/
theorem dark_states (N : ℕ) (wc g : ℝ) (μ u : m → ℂ) (h : Matrix m m ℂ) (c : Fin N → ℂ)
    (hc : ∑ i, c i = 0) :
    cavityH N wc g μ h *ᵥ Sum.elim (fun _ => 0) (fun p => c p.1 * u p.2) =
      Sum.elim (fun _ => 0) (fun p => c p.1 * (h *ᵥ u) p.2) := by
  funext k
  rcases k with w | ⟨i, a⟩
  · have h1 : ∀ i, (star μ ⬝ᵥ fun a => c i * u a) = c i * (star μ ⬝ᵥ u) :=
      fun i => dotProduct_smul (c i) (star μ) u
    refine (cavityH_mulVec_photon N wc g μ h _).trans ?_
    simp only [Sum.elim_inl, Sum.elim_inr, h1]
    rw [← Finset.sum_mul, hc]
    ring
  · have h2 : (h *ᵥ fun b => c i * u b) a = c i * (h *ᵥ u) a :=
      congrFun (Matrix.mulVec_smul h (c i) u) a
    refine (cavityH_mulVec_molecule N wc g μ h _ i a).trans ?_
    simp only [Sum.elim_inl, Sum.elim_inr, h2]
    ring

/-- For `N ≥ 1`, Hermitian `h` and `z` off the real axis, `z - H` is invertible and its photon
element is `1 / (z - wc - g² χ(z))`, with `χ` the bare susceptibility and a nonzero denominator. -/
theorem photonGreen_eq {N : ℕ} (hN : 0 < N) (wc g : ℝ) (μ : m → ℂ) {h : Matrix m m ℂ}
    (hh : h.IsHermitian) {z : ℂ} (hz : z.im ≠ 0) :
    IsUnit (z • (1 : Matrix (Unit ⊕ (Fin N × m)) (Unit ⊕ (Fin N × m)) ℂ) - cavityH N wc g μ h) ∧
    z - wc - g ^ 2 * susceptibility μ h z ≠ 0 ∧
    photonGreen N wc g μ h z = 1 / (z - wc - g ^ 2 * susceptibility μ h z) := by
  have hU := isUnit_sub_of_isHermitian (cavityH_isHermitian N wc g μ hh) hz
  have hu := isUnit_sub_of_isHermitian hh hz
  -- the squares of the `N` couplings add up to `g²`
  have hcR : (N : ℝ) * coupling N g ^ 2 = g ^ 2 := by
    have hN' : (N : ℝ) ≠ 0 := by exact_mod_cast hN.ne'
    rw [coupling, div_pow, Real.sq_sqrt (Nat.cast_nonneg N), mul_div_cancel₀ _ hN']
  have hc : (N : ℂ) * (coupling N g : ℂ) ^ 2 = (g : ℂ) ^ 2 := by exact_mod_cast hcR
  -- `x` is the response of one molecule
  obtain ⟨x, hxdef⟩ : ∃ x, x = (z • (1 : Matrix m m ℂ) - h)⁻¹ *ᵥ μ := ⟨_, rfl⟩
  have hχ : susceptibility μ h z = star μ ⬝ᵥ x := by rw [hxdef, susceptibility]
  have hx : z • x - h *ᵥ x = μ := by
    have h1 : (z • (1 : Matrix m m ℂ) - h) *ᵥ x = μ := by
      rw [hxdef, Matrix.mulVec_mulVec,
        Matrix.mul_nonsing_inv _ ((Matrix.isUnit_iff_isUnit_det _).mp hu), Matrix.one_mulVec]
    rwa [Matrix.sub_mulVec, Matrix.smul_mulVec, Matrix.one_mulVec] at h1
  -- the photon dressed by this response is mapped to a multiple of the bare photon
  let v : Unit ⊕ (Fin N × m) → ℂ := Sum.elim (fun _ => 1) (fun p => coupling N g * x p.2)
  have hcol : (z • (1 : Matrix (Unit ⊕ (Fin N × m)) (Unit ⊕ (Fin N × m)) ℂ)
      - cavityH N wc g μ h) *ᵥ v =
      (z - wc - g ^ 2 * susceptibility μ h z) • Pi.single (Sum.inl ()) 1 := by
    rw [Matrix.sub_mulVec, Matrix.smul_mulVec, Matrix.one_mulVec]
    funext k
    rcases k with w | ⟨i, a⟩
    · have h1 : (star μ ⬝ᵥ fun a => (coupling N g : ℂ) * x a) = coupling N g * (star μ ⬝ᵥ x) :=
        dotProduct_smul (coupling N g : ℂ) (star μ) x
      change z * 1 - (cavityH N wc g μ h *ᵥ v) (Sum.inl ()) = _
      rw [cavityH_mulVec_photon]
      simp only [v, Sum.elim_inl, Sum.elim_inr, h1, Finset.sum_const, Finset.card_univ,
        Fintype.card_fin, nsmul_eq_mul, Pi.smul_apply, Pi.single_eq_same, smul_eq_mul, hχ]
      linear_combination (-(star μ ⬝ᵥ x)) * hc
    · have h2 : (h *ᵥ fun b => (coupling N g : ℂ) * x b) a = coupling N g * (h *ᵥ x) a :=
        congrFun (Matrix.mulVec_smul h (coupling N g : ℂ) x) a
      have h3 : z * x a - (h *ᵥ x) a = μ a := congrFun hx a
      change z * (coupling N g * x a) - (cavityH N wc g μ h *ᵥ v) (Sum.inr (i, a)) = _
      rw [cavityH_mulVec_molecule, Pi.smul_apply, Pi.single_eq_of_ne (by simp), smul_zero]
      simp only [v, Sum.elim_inl, Sum.elim_inr, h2]
      linear_combination (coupling N g : ℂ) * h3
  -- applying the inverse and reading off the photon amplitude
  have e := congrArg (fun w => (z • (1 : Matrix (Unit ⊕ (Fin N × m)) (Unit ⊕ (Fin N × m)) ℂ)
      - cavityH N wc g μ h)⁻¹ *ᵥ w) hcol

  rw [Matrix.mulVec_mulVec, Matrix.nonsing_inv_mul _ ((Matrix.isUnit_iff_isUnit_det _).mp hU),
    Matrix.one_mulVec, Matrix.mulVec_smul, Matrix.mulVec_single_one] at e
  have key : 1 = (z - wc - g ^ 2 * susceptibility μ h z) * photonGreen N wc g μ h z :=
    congrFun e (Sum.inl ())
  have hD : z - wc - g ^ 2 * susceptibility μ h z ≠ 0 := by
    intro h0
    rw [h0, zero_mul] at key
    exact one_ne_zero key
  exact ⟨hU, hD, eq_div_of_mul_eq hD (by rw [mul_comm]; exact key.symm)⟩

/-- For Hermitian `h` and `z` off the real axis, the photon element for `N ≥ 1` molecules equals
that for a single molecule. -/
theorem photonGreen_eq_single {N : ℕ} (hN : 0 < N) (wc g : ℝ) (μ : m → ℂ) {h : Matrix m m ℂ}
    (hh : h.IsHermitian) {z : ℂ} (hz : z.im ≠ 0) :
    photonGreen N wc g μ h z = photonGreen 1 wc g μ h z := by
  rw [(photonGreen_eq hN wc g μ hh hz).2.2, (photonGreen_eq one_pos wc g μ hh hz).2.2]

/-- At fixed `wc`, `g ≠ 0` and `z` off the real axis, two nonempty ensembles of molecules with
Hermitian `h` and `h'` have equal photon elements exactly when their susceptibilities agree. -/
theorem photonGreen_eq_iff {m' : Type*} [Fintype m'] [DecidableEq m'] {N N' : ℕ} (hN : 0 < N)
    (hN' : 0 < N') (wc : ℝ) {g : ℝ} (hg : g ≠ 0) (μ : m → ℂ) (μ' : m' → ℂ) {h : Matrix m m ℂ}
    {h' : Matrix m' m' ℂ} (hh : h.IsHermitian) (hh' : h'.IsHermitian) {z : ℂ} (hz : z.im ≠ 0) :
    photonGreen N wc g μ h z = photonGreen N' wc g μ' h' z ↔
      susceptibility μ h z = susceptibility μ' h' z := by
  rw [(photonGreen_eq hN wc g μ hh hz).2.2, (photonGreen_eq hN' wc g μ' hh' hz).2.2]
  constructor
  · intro e
    rw [one_div, one_div] at e
    have e' := inv_injective e
    have hg2 : (g : ℂ) ^ 2 ≠ 0 := pow_ne_zero 2 (by exact_mod_cast hg)
    apply mul_left_cancel₀ hg2
    linear_combination -e'
  · intro e
    rw [e]

/-- If the dipole vector is an eigenvector of the Hermitian `h` with energy `ε`, then for `N ≥ 1`
and `z` off the real axis the photon element is `1 / (z - wc - g² |μ|² / (z - ε))`. -/
theorem photonGreen_of_eigenvector {N : ℕ} (hN : 0 < N) (wc g ε : ℝ) (μ : m → ℂ)
    {h : Matrix m m ℂ} (hh : h.IsHermitian) (hμ : h *ᵥ μ = (ε : ℂ) • μ) {z : ℂ}
    (hz : z.im ≠ 0) :
    photonGreen N wc g μ h z = 1 / (z - wc - g ^ 2 * (star μ ⬝ᵥ μ) / (z - ε)) := by
  have hu := isUnit_sub_of_isHermitian hh hz
  have hne : z - (ε : ℂ) ≠ 0 := by
    intro h0
    apply hz
    rw [sub_eq_zero.mp h0, Complex.ofReal_im]
  have h1 : (z • (1 : Matrix m m ℂ) - h) *ᵥ μ = (z - (ε : ℂ)) • μ := by
    rw [Matrix.sub_mulVec, Matrix.smul_mulVec, Matrix.one_mulVec, hμ, sub_smul]
  -- the resolvent of `h` acts on `μ` as division by `z - ε`
  have h2 : (z - (ε : ℂ)) • ((z • (1 : Matrix m m ℂ) - h)⁻¹ *ᵥ μ) = μ := by
    rw [← Matrix.mulVec_smul, ← h1, Matrix.mulVec_mulVec,
      Matrix.nonsing_inv_mul _ ((Matrix.isUnit_iff_isUnit_det _).mp hu), Matrix.one_mulVec]
  have h3 : (z - (ε : ℂ)) * susceptibility μ h z = star μ ⬝ᵥ μ := by
    rw [susceptibility, ← smul_eq_mul, ← dotProduct_smul, h2]
  have h4 : (g : ℂ) ^ 2 * (star μ ⬝ᵥ μ) / (z - ε) = g ^ 2 * susceptibility μ h z := by
    rw [div_eq_iff hne, ← h3]
    ring
  rw [(photonGreen_eq hN wc g μ hh hz).2.2, h4]

end

end MolecularPolariton
```

```lean
#print axioms MolecularPolariton.dark_states
#print axioms MolecularPolariton.photonGreen_eq_single
#print axioms MolecularPolariton.photonGreen_eq_iff
#print axioms MolecularPolariton.photonGreen_of_eigenvector
```

```
'MolecularPolariton.dark_states' depends on axioms: [propext, Classical.choice, Quot.sound]
'MolecularPolariton.photonGreen_eq_single' depends on axioms: [propext, Classical.choice, Quot.sound]
'MolecularPolariton.photonGreen_eq_iff' depends on axioms: [propext, Classical.choice, Quot.sound]
'MolecularPolariton.photonGreen_of_eigenvector' depends on axioms: [propext, Classical.choice, Quot.sound]
```

## From the trial vector to the Lean proof

`isUnit_sub_of_isHermitian` turns a vanishing determinant into a null vector. Its steps `h1` and `h2` are the two evaluations of v†Av, and cancelling v†v leaves z equal to its conjugate. `cavityH_isHermitian` checks the four blocks, separating equal from different molecules in the last one.

`cavityH_mulVec_photon` and `cavityH_mulVec_molecule` are the two lines for the action of H, obtained by expanding the block sums. `dark_states` applies them to cᵢuₐ and needs neither a Hermitian h nor a condition on z.

In `photonGreen_eq`, `hc` is the identity N(g/√N)² = g², `hx` is the equation for x, and `hcol` is (z − H)v = D e. Each component of `hcol` closes with `linear_combination`, using `hc` for the photon and the equation for x for a molecule. Multiplying by the inverse gives a vector equation (named `e` in the code, not to be confused with the bare photon e), whose photon component `key` reads 1 = D G. This yields the nonzero denominator first and then the quotient.

`photonGreen_eq_single` rewrites both sides with this theorem. `photonGreen_eq_iff` does the same, then uses injectivity of inversion and cancels g². In `photonGreen_of_eigenvector`, `h2` shows that the resolvent of h divides μ by z − ε, and `h3` takes the product with μ† to obtain χ.
